# Constrained ground energies under two population schemes: a bound by multiplier and operator norm

## Two definitions of the charge on a fragment

Suppose we want the lowest energy of a molecule with a prescribed average number of electrons c on one fragment, for instance the donor in a charge-transfer pair. The number of electrons on a fragment depends on how space is divided among the atoms. An atomic weight function fixes the division and yields a Hermitian population operator C; another weight function yields another operator D. The same target c then imposes two different constraints, and we ask how far apart the resulting energies can be.

Let H be the Hamiltonian, a Hermitian operator on a non-zero finite-dimensional complex state space. For a real multiplier V, let W_C(V) be the lowest eigenvalue of H + V(C − c), and define W_D(V) likewise. Suppose that W_C has a maximum A at V₁ and W_D has a maximum B at V₂. Then

|A − B| ≤ max(|V₁|, |V₂|) · ‖C − D‖,

where ‖·‖ is the operator norm.

The maximum stands for a constraint that has been met: where the lowest level is non-degenerate, the slope of W_C is the ground-state population minus c, and it vanishes at the maximum. If c lies outside the range of populations that C allows, W_C grows without limit and there is no V₁.

In a constrained electronic-structure calculation with a fixed linear H, solved exactly in its state space, the bound turns a difference between weight operators into an upper limit on the energy difference, once both multipliers are known. If only V₁ and A are known, the derivation below still gives the one-sided estimate B ≥ A − |V₁| ‖C − D‖. The operator norm takes the worst case over all states, so the actual difference can be much smaller. Self-consistent calculations, in which H depends on the density, are not covered by the theorem.

## Derivation from the variational principle

**The lowest level.** Let T be Hermitian, with orthonormal eigenvectors b_j and eigenvalues l_j, and let l_i be the least eigenvalue. For any state x,

⟨x|T|x⟩ = Σ_j l_j |⟨b_j|x⟩|² ≥ l_i Σ_j |⟨b_j|x⟩|² = l_i ‖x‖².

**One multiplier, two weights.** Let x be a normalised ground state of H + V(D − c). Used as a trial state for the C problem, it gives

W_C(V) ≤ ⟨x|H|x⟩ + V(⟨x|C|x⟩ − c) = W_D(V) + V⟨x|C − D|x⟩.

By the Cauchy–Schwarz inequality, |⟨x|C − D|x⟩| ≤ ‖x‖ ‖(C − D)x‖ ≤ ‖C − D‖. Hence

W_C(V) ≤ W_D(V) + |V| ‖C − D‖.

**Two maxima.** Set V = V₁ and use W_D(V₁) ≤ B:

A ≤ W_D(V₁) + |V₁| ‖C − D‖ ≤ B + |V₁| ‖C − D‖.

With the roles of C and D exchanged, B ≤ A + |V₂| ‖C − D‖. The two inequalities together give the claim.

**Weak duality.** If x is normalised and ⟨x|C|x⟩ = c, the constraint term vanishes in the trial energy, so W_C(V) ≤ ⟨x|H|x⟩ for every V.

**A case of equality.** Take real v and δ, and set H = −vC and D = C − δ. Then

H + V(D − c) = (V − v)C − V(c + δ).

At V = v this is the constant −v(c + δ), so W_D(v) = −v(c + δ). If a normalised state y has ⟨y|C|y⟩ = c + δ, its D population is c and its energy is −v(c + δ). Weak duality then makes V = v a maximiser of W_D. If a normalised state x has ⟨x|C|x⟩ = c, the same argument with δ = 0 shows that W_C is also maximal at v, with value −vc. The maxima differ by |v||δ| = |v| ‖C − D‖. When C is not a multiple of the identity, v and δ can both be non-zero, so no prefactor below 1 would do for all Hermitian H, C and D. The example is an algebraic one: H = −vC has no kinetic or repulsion terms and is not the Hamiltonian of a molecule.

**One dimension.** Here C is a number, and W_C(V) = H + V(C − c) is a straight line. It has a maximum only if C = c, and likewise D = c. Both sides of the bound are then zero.

## Operators, levels and the constrained Hamiltonian

The state space is `E`, a complex inner product space.

In Lean 4 with Mathlib:

```lean
import Mathlib

namespace ConstrainedPopulationScheme

noncomputable section

variable {E : Type*} [NormedAddCommGroup E] [InnerProductSpace ℂ E]
```

Operators are continuous linear maps `E →L[ℂ] E`, whose norm is the operator norm. The energy levels are the real eigenvalues.

```lean
/-- The real energy levels of an operator: the real numbers `e` with `T x = e x` for some
non-zero state `x`. -/
def levels (T : E →L[ℂ] E) : Set ℝ := {e | ∃ x : E, x ≠ 0 ∧ T x = (e : ℂ) • x}
```

The ground energy is defined as an infimum; for Hermitian operators on a non-zero finite-dimensional space it is shown below to be an actual eigenvalue.

```lean
/-- The ground energy: the infimum of the real energy levels. -/
def groundEnergy (T : E →L[ℂ] E) : ℝ := sInf (levels T)
```

States need not be normalised in what follows. For a Hermitian operator, `mean T x` is the expectation value when `‖x‖ = 1`; for any other non-zero x, the expectation value is `mean T x` divided by ‖x‖².

```lean
/-- The real part of `⟨x|T|x⟩`, for a state `x` that need not be normalised. -/
def mean (T : E →L[ℂ] E) (x : E) : ℝ := (inner ℂ x (T x)).re
```

The next two definitions are H + V(C − c) and W_C(V). The number c enters as a multiple of the identity operator.

```lean
/-- The constrained Hamiltonian `H + V (C - c)`, with weight operator `C`, target population `c`
and multiplier `V`. -/
def constrained (H C : E →L[ℂ] E) (c V : ℝ) : E →L[ℂ] E :=
  H + (V : ℂ) • (C - (c : ℂ) • (1 : E →L[ℂ] E))

/-- The ground energy of `H + V (C - c)` as a function of the multiplier `V`. -/
def dualEnergy (H C : E →L[ℂ] E) (c V : ℝ) : ℝ := groundEnergy (constrained H C c V)
```

## Expectation values

Three identities translate between operators and numbers: the squared norm as an inner product, the mean in an eigenstate, and the splitting of the constrained energy into ⟨x|H|x⟩ and the constraint term. In the last one the target appears as c‖x‖², because x need not be normalised.

```lean
/-- The real part of `⟨x|x⟩` is the squared norm of the state `x`. -/
lemma re_inner_self (x : E) : (inner ℂ x x).re = ‖x‖ ^ 2 :=
  inner_self_eq_norm_sq (𝕜 := ℂ) x

/-- If `T x = e x` with `e` real, then the real part of `⟨x|T|x⟩` is `e ‖x‖²`. -/
lemma mean_eigenvector {T : E →L[ℂ] E} {e : ℝ} {x : E} (h : T x = (e : ℂ) • x) :
    mean T x = e * ‖x‖ ^ 2 := by
  unfold mean
  rw [h, inner_smul_right, Complex.re_ofReal_mul, re_inner_self]

/-- For a state `x` that need not be normalised, the mean of the constrained Hamiltonian is the mean
of `H` plus `V` times the difference between the mean of `C` and `c ‖x‖²`. -/
lemma mean_constrained (H C : E →L[ℂ] E) (c V : ℝ) (x : E) :
    mean (constrained H C c V) x = mean H x + V * (mean C x - c * ‖x‖ ^ 2) := by
  have hx : constrained H C c V x = H x + (V : ℂ) • (C x - (c : ℂ) • x) := rfl
  unfold mean
  rw [hx, inner_add_right, inner_smul_right, inner_sub_right, inner_smul_right,
    Complex.add_re, Complex.re_ofReal_mul, Complex.sub_re, Complex.re_ofReal_mul, re_inner_self]
```

Hermiticity is expressed by `IsSymmetric`, that is, ⟨Tx|y⟩ = ⟨x|Ty⟩ for all x and y. It passes to the constrained Hamiltonian because V and c are real.

```lean
/-- For Hermitian `H` and `C` the constrained Hamiltonian is Hermitian. -/
lemma constrained_symmetric {H C : E →L[ℂ] E} (hH : (H : E →ₗ[ℂ] E).IsSymmetric)
    (hC : (C : E →ₗ[ℂ] E).IsSymmetric) (c V : ℝ) :
    (constrained H C c V : E →ₗ[ℂ] E).IsSymmetric := by
  intro x y
  have h1 : inner ℂ (H x) y = inner ℂ x (H y) := hH x y
  have h2 : inner ℂ (C x) y = inner ℂ x (C y) := hC x y
  change inner ℂ (H x + (V : ℂ) • (C x - (c : ℂ) • x)) y
    = inner ℂ x (H y + (V : ℂ) • (C y - (c : ℂ) • y))
  simp only [inner_add_left, inner_add_right, inner_sub_left, inner_sub_right,
    inner_smul_left, inner_smul_right, Complex.conj_ofReal, h1, h2]
```

## The lowest level is attained

From here on the space is finite-dimensional and non-zero. The theorem says that the ground energy is the least element of the set of levels, and that it obeys the variational inequality.

```lean
variable [FiniteDimensional ℂ E] [Nontrivial E]

/-- Rayleigh-Ritz principle: a Hermitian operator on a non-zero finite-dimensional space has a
lowest level, and this level times `‖x‖²` is at most `⟨x|T|x⟩` for every state `x`. -/
theorem rayleigh_ritz {T : E →L[ℂ] E} (hT : (T : E →ₗ[ℂ] E).IsSymmetric) :
    IsLeast (levels T) (groundEnergy T) ∧ ∀ x, groundEnergy T * ‖x‖ ^ 2 ≤ mean T x := by
  obtain ⟨b, l, hb⟩ : ∃ (b : OrthonormalBasis (Fin (Module.finrank ℂ E)) ℂ E)
      (l : Fin (Module.finrank ℂ E) → ℝ), ∀ j, T (b j) = (l j : ℂ) • b j :=
    ⟨hT.eigenvectorBasis rfl, hT.eigenvalues rfl, fun j => hT.apply_eigenvectorBasis rfl j⟩
  have : Nonempty (Fin (Module.finrank ℂ E)) := ⟨⟨0, Module.finrank_pos⟩⟩
  obtain ⟨i, hi⟩ := Finite.exists_min l
  -- expand norm and energy in the eigenbasis
  have hvar : ∀ x, l i * ‖x‖ ^ 2 ≤ mean T x := by
    intro x
    have key : ∀ j, inner ℂ x (b j) * inner ℂ (b j) x
        = (Complex.normSq (inner ℂ (b j) x) : ℂ) := by
      intro j
      rw [← inner_conj_symm x (b j), Complex.normSq_eq_conj_mul_self]
    have h1 : ‖x‖ ^ 2 = ∑ j, Complex.normSq (inner ℂ (b j) x) := by
      rw [← re_inner_self, ← b.sum_inner_mul_inner x x, Complex.re_sum]
      exact Finset.sum_congr rfl fun j _ => by rw [key j, Complex.ofReal_re]
    have h2 : mean T x = ∑ j, l j * Complex.normSq (inner ℂ (b j) x) := by
      unfold mean
      rw [← b.sum_inner_mul_inner x (T x), Complex.re_sum]
      refine Finset.sum_congr rfl fun j _ => ?_
      have h : inner ℂ (T (b j)) x = inner ℂ (b j) (T x) := hT (b j) x
      have h' : inner ℂ x (b j) * inner ℂ (b j) (T x)
          = ((l j * Complex.normSq (inner ℂ (b j) x) : ℝ) : ℂ) := by
        rw [← h, hb, inner_smul_left, Complex.conj_ofReal, Complex.ofReal_mul, ← key j]
        ring
      rw [h', Complex.ofReal_re]
    rw [h1, h2, Finset.mul_sum]
    exact Finset.sum_le_sum fun j _ =>
      mul_le_mul_of_nonneg_right (hi j) (Complex.normSq_nonneg _)
  have hleast : IsLeast (levels T) (l i) := by
    refine ⟨⟨b i, b.orthonormal.ne_zero i, hb i⟩, ?_⟩
    rintro e ⟨x, hx, he⟩
    have h := hvar x
    rw [mean_eigenvector he] at h
    exact le_of_mul_le_mul_right h (pow_pos (norm_pos_iff.mpr hx) 2)
  have hg : groundEnergy T = l i := hleast.csInf_eq
  rw [hg]
  exact ⟨hleast, hvar⟩
```

The proof takes the eigenbasis `b` with eigenvalues `l` and picks the index `i` of the smallest. The steps `h1` and `h2` are the expansions of ‖x‖² and ⟨x|T|x⟩, which are compared term by term to give `hvar`. Applied to an eigenvector, `hvar` shows that no level lies below `l i`.

## Comparing weights at a fixed multiplier

```lean
/-- At a fixed multiplier `V`, with `H`, `C` and `D` Hermitian, replacing the weight operator `D`
by `C` raises the ground energy by at most `|V| ‖C - D‖`. -/
theorem dualEnergy_le_add {H C D : E →L[ℂ] E} (hH : (H : E →ₗ[ℂ] E).IsSymmetric)
    (hC : (C : E →ₗ[ℂ] E).IsSymmetric) (hD : (D : E →ₗ[ℂ] E).IsSymmetric) (c V : ℝ) :
    dualEnergy H C c V ≤ dualEnergy H D c V + |V| * ‖C - D‖ := by
  -- the ground state of the `D` problem is a trial state for the `C` problem
  obtain ⟨x, hx, he⟩ := (rayleigh_ritz (constrained_symmetric hH hD c V)).1.1
  have h1 : dualEnergy H C c V * ‖x‖ ^ 2 ≤ mean (constrained H C c V) x :=
    (rayleigh_ritz (constrained_symmetric hH hC c V)).2 x
  have h2 : mean (constrained H D c V) x = dualEnergy H D c V * ‖x‖ ^ 2 := mean_eigenvector he
  rw [mean_constrained] at h1 h2
  have h3 : |mean C x - mean D x| ≤ ‖C - D‖ * ‖x‖ ^ 2 := by
    have hs : mean C x - mean D x = (inner ℂ x ((C - D) x)).re := by
      change (inner ℂ x (C x)).re - (inner ℂ x (D x)).re = (inner ℂ x (C x - D x)).re
      rw [inner_sub_right, Complex.sub_re]
    rw [hs]
    calc |(inner ℂ x ((C - D) x)).re| ≤ ‖inner ℂ x ((C - D) x)‖ := Complex.abs_re_le_norm _
      _ ≤ ‖x‖ * ‖(C - D) x‖ := norm_inner_le_norm _ _
      _ ≤ ‖x‖ * (‖C - D‖ * ‖x‖) :=
        mul_le_mul_of_nonneg_left ((C - D).le_opNorm x) (norm_nonneg _)
      _ = ‖C - D‖ * ‖x‖ ^ 2 := by ring
  have h4 : V * (mean C x - mean D x) ≤ |V| * (‖C - D‖ * ‖x‖ ^ 2) :=
    (le_abs_self _).trans ((abs_mul _ _).le.trans (mul_le_mul_of_nonneg_left h3 (abs_nonneg V)))
  refine le_of_mul_le_mul_right ?_ (pow_pos (norm_pos_iff.mpr hx) 2)
  linarith
```

The vector `x` is the ground state of the D problem. `h1` is the variational inequality for C, `h2` the eigenvalue equation for D, and `h3` the Cauchy–Schwarz estimate. Once ⟨x|H|x⟩ has been eliminated, every term carries a factor ‖x‖², which is cancelled because x is non-zero.

## The bound between the two maxima

The hypotheses `h₁` and `h₂` say that V₁ and V₂ are global maximisers over all real V. That such maximisers exist is assumed, not derived, and they need not be unique.

```lean
/-- Sensitivity to the population scheme: if the constrained ground energies for the Hermitian
weight operators `C` and `D`, with the same Hermitian `H` and target `c`, are maximal at `V₁` and
`V₂`, then the two maxima differ by at most `max(|V₁|, |V₂|) ‖C - D‖`. -/
theorem population_scheme_sensitivity {H C D : E →L[ℂ] E}
    (hH : (H : E →ₗ[ℂ] E).IsSymmetric) (hC : (C : E →ₗ[ℂ] E).IsSymmetric)
    (hD : (D : E →ₗ[ℂ] E).IsSymmetric) {c V₁ V₂ : ℝ}
    (h₁ : ∀ V, dualEnergy H C c V ≤ dualEnergy H C c V₁)
    (h₂ : ∀ V, dualEnergy H D c V ≤ dualEnergy H D c V₂) :
    |dualEnergy H C c V₁ - dualEnergy H D c V₂| ≤ max |V₁| |V₂| * ‖C - D‖ := by
  have a := dualEnergy_le_add hH hC hD c V₁
  have b := dualEnergy_le_add hH hD hC c V₂
  rw [norm_sub_rev D C] at b
  have m₁ := mul_le_mul_of_nonneg_right (le_max_left |V₁| |V₂|) (norm_nonneg (C - D))
  have m₂ := mul_le_mul_of_nonneg_right (le_max_right |V₁| |V₂|) (norm_nonneg (C - D))
  exact abs_le.mpr ⟨by linarith [h₁ V₂], by linarith [h₂ V₁]⟩
```

`a` and `b` are the fixed-multiplier estimates at V₁ and V₂, and `m₁` and `m₂` replace each |V| by the larger one. The two sides of the absolute value then follow from `h₂ V₁` and `h₁ V₂`.

## Weak duality and a case of equality

Any normalised state that satisfies the constraint gives an upper bound on the constrained ground energy at every multiplier, and so on its maximum.

```lean
/-- Weak duality: for Hermitian `H` and `C`, the constrained ground energy at any multiplier is at
most the energy `⟨x|H|x⟩` of any normalised state `x` with population `⟨x|C|x⟩ = c`. -/
theorem weak_duality {H C : E →L[ℂ] E} (hH : (H : E →ₗ[ℂ] E).IsSymmetric)
    (hC : (C : E →ₗ[ℂ] E).IsSymmetric) {c : ℝ} {x : E} (hx : ‖x‖ = 1) (hc : mean C x = c)
    (V : ℝ) : dualEnergy H C c V ≤ mean H x := by
  have h : dualEnergy H C c V * ‖x‖ ^ 2 ≤ mean (constrained H C c V) x :=
    (rayleigh_ritz (constrained_symmetric hH hC c V)).2 x
  rw [mean_constrained, hx, hc] at h
  linarith
```

The next theorem treats the shifted weight C − δ with H = −vC. Its state `x`, with population c + δ, is the y of the derivation above.

```lean
/-- For `H = -v C` and the shifted weight `C - δ`, with `C` Hermitian, the constrained ground
energy is maximal at `V = v` with value `-v (c + δ)`, if some normalised state has
`⟨x|C|x⟩ = c + δ`. -/
theorem shifted_weight_maximum {C : E →L[ℂ] E} (hC : (C : E →ₗ[ℂ] E).IsSymmetric)
    (v c δ : ℝ) {x : E} (hx : ‖x‖ = 1) (hc : mean C x = c + δ) :
    dualEnergy (((-v : ℝ) : ℂ) • C) (C - (δ : ℂ) • 1) c v = -(v * (c + δ)) ∧
    ∀ V, dualEnergy (((-v : ℝ) : ℂ) • C) (C - (δ : ℂ) • 1) c V
      ≤ dualEnergy (((-v : ℝ) : ℂ) • C) (C - (δ : ℂ) • 1) c v := by
  have hH : ((((-v : ℝ) : ℂ) • C : E →L[ℂ] E) : E →ₗ[ℂ] E).IsSymmetric := by
    intro a b
    have h : inner ℂ (C a) b = inner ℂ a (C b) := hC a b
    change inner ℂ (((-v : ℝ) : ℂ) • C a) b = inner ℂ a (((-v : ℝ) : ℂ) • C b)
    rw [inner_smul_left, inner_smul_right, Complex.conj_ofReal, h]
  have hD : ((C - (δ : ℂ) • 1 : E →L[ℂ] E) : E →ₗ[ℂ] E).IsSymmetric := by
    intro a b
    have h : inner ℂ (C a) b = inner ℂ a (C b) := hC a b
    change inner ℂ (C a - (δ : ℂ) • a) b = inner ℂ a (C b - (δ : ℂ) • b)
    rw [inner_sub_left, inner_sub_right, inner_smul_left, inner_smul_right,
      Complex.conj_ofReal, h]
  have mH : ∀ z, mean (((-v : ℝ) : ℂ) • C) z = -v * mean C z := by
    intro z
    change (inner ℂ z (((-v : ℝ) : ℂ) • C z)).re = -v * (inner ℂ z (C z)).re
    rw [inner_smul_right, Complex.re_ofReal_mul]
  have mD : ∀ z, mean (C - (δ : ℂ) • 1) z = mean C z - δ * ‖z‖ ^ 2 := by
    intro z
    change (inner ℂ z (C z - (δ : ℂ) • z)).re = (inner ℂ z (C z)).re - δ * ‖z‖ ^ 2
    rw [inner_sub_right, inner_smul_right, Complex.sub_re, Complex.re_ofReal_mul, re_inner_self]
  -- at `V = v` the constrained Hamiltonian is a constant
  have hval : dualEnergy (((-v : ℝ) : ℂ) • C) (C - (δ : ℂ) • 1) c v = -(v * (c + δ)) := by
    obtain ⟨z, hz, he⟩ := (rayleigh_ritz (constrained_symmetric hH hD c v)).1.1
    have h1 : mean (constrained (((-v : ℝ) : ℂ) • C) (C - (δ : ℂ) • 1) c v) z
        = dualEnergy (((-v : ℝ) : ℂ) • C) (C - (δ : ℂ) • 1) c v * ‖z‖ ^ 2 := mean_eigenvector he
    rw [mean_constrained, mH, mD] at h1
    refine mul_right_cancel₀ (pow_ne_zero 2 (norm_ne_zero_iff.mpr hz)) ?_
    linear_combination -h1
  refine ⟨hval, fun V => ?_⟩
  have hpop : mean (C - (δ : ℂ) • 1) x = c := by
    rw [mD, hc, hx]
    ring
  have h := weak_duality hH hD hx hpop V
  rw [mH, hc] at h
  rw [hval]
  linarith
```

`hval` evaluates the energy at V = v in a ground state `z`: the terms in ⟨z|C|z⟩ cancel, leaving −v(c + δ)‖z‖². Weak duality, applied to `x`, supplies the upper bound at every other V.

The last theorem uses this result twice, with shift 0 for C and shift δ for D. It states that v maximises both functions, that ‖C − D‖ = |δ|, and that the bound holds with equality for V₁ = V₂ = v.

```lean
/-- The sensitivity bound is sharp: for Hermitian `C` with normalised states of populations `c`
and `c + δ`, the choice `H = -v C`, `D = C - δ` has both maxima at `V = v`, and they differ by
exactly `|v| ‖C - D‖`, where `‖C - D‖ = |δ|`. -/
theorem sensitivity_sharp {C : E →L[ℂ] E} (hC : (C : E →ₗ[ℂ] E).IsSymmetric) (v c δ : ℝ)
    {x y : E} (hx : ‖x‖ = 1) (hxc : mean C x = c) (hy : ‖y‖ = 1) (hyc : mean C y = c + δ) :
    let H : E →L[ℂ] E := ((-v : ℝ) : ℂ) • C
    let D : E →L[ℂ] E := C - (δ : ℂ) • 1
    (∀ V, dualEnergy H C c V ≤ dualEnergy H C c v) ∧
    (∀ V, dualEnergy H D c V ≤ dualEnergy H D c v) ∧
    ‖C - D‖ = |δ| ∧ |dualEnergy H C c v - dualEnergy H D c v| = |v| * ‖C - D‖ := by
  intro H D
  have h0 := shifted_weight_maximum hC v c 0 hx (by rw [hxc, add_zero])
  rw [Complex.ofReal_zero, zero_smul, sub_zero, add_zero] at h0
  have h1 := shifted_weight_maximum hC v c δ hy hyc
  have hn : ‖C - D‖ = |δ| := by
    change ‖C - (C - (δ : ℂ) • (1 : E →L[ℂ] E))‖ = |δ|
    rw [sub_sub_cancel, norm_smul, norm_one, mul_one, Complex.norm_real, Real.norm_eq_abs]
  refine ⟨h0.2, h1.2, hn, ?_⟩
  have hd : dualEnergy H C c v - dualEnergy H D c v = v * δ := by
    have e0 : dualEnergy H C c v = -(v * c) := h0.1
    have e1 : dualEnergy H D c v = -(v * (c + δ)) := h1.1
    rw [e0, e1]
    ring
  rw [hd, hn, abs_mul]

end

end ConstrainedPopulationScheme
```

```lean
#print axioms ConstrainedPopulationScheme.population_scheme_sensitivity
#print axioms ConstrainedPopulationScheme.sensitivity_sharp
```

```
'ConstrainedPopulationScheme.population_scheme_sensitivity' depends on axioms: [propext, Classical.choice, Quot.sound]
'ConstrainedPopulationScheme.sensitivity_sharp' depends on axioms: [propext, Classical.choice, Quot.sound]
```
